# In simulated tempering on a finite set with symmetric level proposals, forward and backward mean Metropolis acceptances agree exactly when the two levels are equally populated

A tempering run with badly chosen level weights can spend most of its time at one temperature. One remedy is to adjust the weights until forward and backward level moves have the same acceptance probability per attempt, which raises the question whether equal acceptance means equal population. For a finite configuration set, symmetric level proposals with Metropolis acceptance, and exact equilibrium averages, the Lean file below proves that it does.

```lean
import Mathlib

open Finset

namespace SimulatedTemperingAcceptance

noncomputable section

variable {X K : Type*} [Fintype X] [Fintype K]

/-- Unnormalised tempering weight `exp(-β_k U(x) + g_k)` of level `k` and configuration `x`. -/
def weight (β g : K → ℝ) (U : X → ℝ) (k : K) (x : X) : ℝ :=
  Real.exp (-β k * U x + g k)

/-- Sum of the weights over all levels and configurations. -/
def total (β g : K → ℝ) (U : X → ℝ) : ℝ :=
  ∑ k, ∑ x, weight β g U k x

/-- Equilibrium joint probability of level `k` and configuration `x`. -/
def joint (β g : K → ℝ) (U : X → ℝ) (k : K) (x : X) : ℝ :=
  weight β g U k x / total β g U

/-- Equilibrium probability of level `k`. -/
def levelProb (β g : K → ℝ) (U : X → ℝ) (k : K) : ℝ :=
  ∑ x, joint β g U k x

/-- Equilibrium probability of configuration `x` conditional on level `k`. -/
def condProb (β g : K → ℝ) (U : X → ℝ) (k : K) (x : X) : ℝ :=
  joint β g U k x / levelProb β g U k

/-- Metropolis acceptance probability of the level move `k → l` at fixed configuration `x`. -/
def accept (β g : K → ℝ) (U : X → ℝ) (k l : K) (x : X) : ℝ :=
  min 1 (Real.exp (-(β l - β k) * U x + (g l - g k)))

/-- Mean acceptance of the move `k → l`, conditional on being at level `k`. -/
def meanAccept (β g : K → ℝ) (U : X → ℝ) (k l : K) : ℝ :=
  ∑ x, condProb β g U k x * accept β g U k l x

/-- Overlap of the configuration distributions conditional on levels `k` and `l`. -/
def overlap (β g : K → ℝ) (U : X → ℝ) (k l : K) : ℝ :=
  ∑ x, min (condProb β g U k x) (condProb β g U l x)

variable [Nonempty X]

/-- The total weight is positive. -/
theorem total_pos [Nonempty K] (β g : K → ℝ) (U : X → ℝ) : 0 < total β g U :=
  Finset.sum_pos
    (fun _ _ => Finset.sum_pos (fun _ _ => Real.exp_pos _) Finset.univ_nonempty)
    Finset.univ_nonempty

/-- Every pair of level and configuration has positive probability. -/
theorem joint_pos (β g : K → ℝ) (U : X → ℝ) (k : K) (x : X) : 0 < joint β g U k x := by
  have : Nonempty K := ⟨k⟩
  exact div_pos (Real.exp_pos _) (total_pos β g U)

/-- Every level has positive probability. -/
theorem levelProb_pos (β g : K → ℝ) (U : X → ℝ) (k : K) : 0 < levelProb β g U k :=
  Finset.sum_pos (fun x _ => joint_pos β g U k x) Finset.univ_nonempty

/-- The joint probability of `(k, x)` times the acceptance of `k → l` is the smaller of the
joint probabilities of `(k, x)` and `(l, x)`. -/
theorem joint_mul_accept (β g : K → ℝ) (U : X → ℝ) (k l : K) (x : X) :
    joint β g U k x * accept β g U k l x = min (joint β g U k x) (joint β g U l x) := by
  -- the Metropolis factor is the ratio of the joint probabilities
  have hw : joint β g U l x
      = joint β g U k x * Real.exp (-(β l - β k) * U x + (g l - g k)) := by
    have e : -β l * U x + g l
        = (-β k * U x + g k) + (-(β l - β k) * U x + (g l - g k)) := by ring
    unfold joint weight
    rw [e, Real.exp_add]
    ring
  unfold accept
  rw [mul_min_of_nonneg _ _ (joint_pos β g U k x).le, mul_one, ← hw]

/-- Level probability times mean acceptance is the same for `k → l` and for `l → k`. -/
theorem flux_balance (β g : K → ℝ) (U : X → ℝ) (k l : K) :
    levelProb β g U k * meanAccept β g U k l = levelProb β g U l * meanAccept β g U l k := by
  -- both sides are the symmetric sum of minima
  have h : ∀ k l, levelProb β g U k * meanAccept β g U k l
      = ∑ x, min (joint β g U k x) (joint β g U l x) := by
    intro k l
    unfold meanAccept condProb
    rw [Finset.mul_sum]
    refine Finset.sum_congr rfl fun x _ => ?_
    have hk := (levelProb_pos β g U k).ne'
    rw [← joint_mul_accept β g U k l x]
    field_simp
  rw [h, h]
  exact Finset.sum_congr rfl fun x _ => min_comm _ _

/-- The mean acceptance of `k → l` is at most that of `l → k` exactly when level `l` is at
most as probable as level `k`. -/
theorem meanAccept_le_iff (β g : K → ℝ) (U : X → ℝ) (k l : K) :
    meanAccept β g U k l ≤ meanAccept β g U l k ↔ levelProb β g U l ≤ levelProb β g U k := by
  have hA : ∀ k l, 0 < meanAccept β g U k l := fun k l =>
    Finset.sum_pos (fun x _ => mul_pos
      (div_pos (joint_pos β g U k x) (levelProb_pos β g U k))
      (lt_min one_pos (Real.exp_pos _))) Finset.univ_nonempty
  have hb := flux_balance β g U k l
  constructor
  · intro h
    by_contra h'
    have h1 := mul_pos (sub_pos.2 (not_le.1 h')) (hA l k)
    have h2 := mul_nonneg (levelProb_pos β g U k).le (sub_nonneg.2 h)
    nlinarith
  · intro h
    by_contra h'
    have h1 := mul_pos (levelProb_pos β g U l) (sub_pos.2 (not_le.1 h'))
    have h2 := mul_nonneg (sub_nonneg.2 h) (hA k l).le
    nlinarith

/-- The mean acceptances of `k → l` and `l → k`, each conditional on its starting level,
are equal if and only if the two levels have equal equilibrium probability. -/
theorem meanAccept_eq_iff (β g : K → ℝ) (U : X → ℝ) (k l : K) :
    meanAccept β g U k l = meanAccept β g U l k ↔ levelProb β g U k = levelProb β g U l := by
  rw [le_antisymm_iff, le_antisymm_iff, meanAccept_le_iff, meanAccept_le_iff]
  exact and_comm

/-- With two levels, the two mean acceptances are equal if and only if each level has
probability one half. -/
theorem two_level (β g : Fin 2 → ℝ) (U : X → ℝ) :
    meanAccept β g U 0 1 = meanAccept β g U 1 0 ↔
      levelProb β g U 0 = 1 / 2 ∧ levelProb β g U 1 = 1 / 2 := by
  -- normalisation
  have hs : levelProb β g U 0 + levelProb β g U 1 = 1 := by
    simp only [levelProb, joint, ← Finset.sum_div]
    rw [← add_div, div_eq_one_iff_eq (total_pos β g U).ne', total, Fin.sum_univ_two]
  rw [meanAccept_eq_iff]
  constructor
  · intro h
    constructor <;> linarith
  · rintro ⟨h0, h1⟩
    rw [h0, h1]

/-- For equally probable levels the mean acceptance equals the overlap of the two
conditional distributions. -/
theorem meanAccept_eq_overlap (β g : K → ℝ) (U : X → ℝ) (k l : K)
    (h : levelProb β g U k = levelProb β g U l) :
    meanAccept β g U k l = overlap β g U k l := by
  unfold meanAccept overlap condProb
  refine Finset.sum_congr rfl fun x _ => ?_
  rw [← h, min_div_div_right (levelProb_pos β g U k).le, ← joint_mul_accept β g U k l x]
  ring

/-- For any weights `g`, the smaller of the two mean acceptances between `k` and `l` is at
most the mean acceptance obtained with weights `g'` that make the levels equally probable. -/
theorem min_meanAccept_le (β g g' : K → ℝ) (U : X → ℝ) (k l : K)
    (h : levelProb β g' U k = levelProb β g' U l) :
    min (meanAccept β g U k l) (meanAccept β g U l k) ≤ meanAccept β g' U k l := by
  have : Nonempty K := ⟨k⟩
  -- the weights cancel from the conditional distributions, hence from the overlap
  have key : ∀ (g : K → ℝ) m x, condProb β g U m x
      = Real.exp (-β m * U x) / ∑ y, Real.exp (-β m * U y) := by
    intro g m x
    have hT := (total_pos β g U).ne'
    unfold condProb levelProb joint weight
    simp only [Real.exp_add, ← Finset.sum_div, ← Finset.sum_mul]
    rw [div_div_div_cancel_right₀ hT, mul_div_mul_right _ _ (Real.exp_ne_zero _)]
  have ho : overlap β g' U k l = overlap β g U k l := by
    simp only [overlap, key]
  -- moves out of the more populated level are bounded by the overlap
  have hle : ∀ k l, levelProb β g U l ≤ levelProb β g U k →
      meanAccept β g U k l ≤ overlap β g U k l := by
    intro k l hp
    unfold meanAccept overlap condProb
    refine Finset.sum_le_sum fun x _ => ?_
    rw [div_mul_eq_mul_div, joint_mul_accept,
      ← min_div_div_right (levelProb_pos β g U k).le]
    exact min_le_min le_rfl
      (div_le_div_of_nonneg_left (joint_pos β g U l x).le (levelProb_pos β g U l) hp)
  rw [meanAccept_eq_overlap β g' U k l h, ho]
  rcases le_total (levelProb β g U l) (levelProb β g U k) with hp | hp
  · exact (min_le_left _ _).trans (hle k l hp)
  · have hs : overlap β g U l k = overlap β g U k l :=
      Finset.sum_congr rfl fun x _ => min_comm _ _
    exact (min_le_right _ _).trans ((hle l k hp).trans hs.le)

end

end SimulatedTemperingAcceptance
```
```lean
#print axioms SimulatedTemperingAcceptance.two_level
-- 'SimulatedTemperingAcceptance.two_level' depends on axioms: [propext, Classical.choice, Quot.sound]
#print axioms SimulatedTemperingAcceptance.min_meanAccept_le
-- 'SimulatedTemperingAcceptance.min_meanAccept_le' depends on axioms: [propext, Classical.choice, Quot.sound]
```

## Acceptance, populations and overlap

Configurations x form a finite nonempty set `X` with energy U(x). Levels k, l form a finite set `K`; level k has an inverse temperature β_k and a weight g_k. With W (`total`) the sum of exp(−β_k U(x) + g_k) over all k and x, the objects `joint`, `levelProb`, `condProb`, `accept`, `meanAccept` and `overlap` are

π(k,x) = exp(−β_k U(x) + g_k) / W

P_k = Σ_x π(k,x),  π(x|k) = π(k,x) / P_k

a_kl(x) = min(1, exp(−(β_l − β_k) U(x) + g_l − g_k))

A_kl = Σ_x π(x|k) a_kl(x)

O_kl = Σ_x min(π(x|k), π(x|l))

The theorem `meanAccept_eq_iff` states that A_kl = A_lk if and only if P_k = P_l, for any pair of levels. It comes from the ordered version `meanAccept_le_iff`: A_kl ≤ A_lk if and only if P_l ≤ P_k. For `Fin 2`, with levels numbered 0 and 1, `two_level` turns the condition into P_0 = P_1 = 1/2. Under the hypothesis P_k = P_l, `meanAccept_eq_overlap` gives A_kl = O_kl. Finally, `min_meanAccept_le` compares arbitrary weights g with weights g′ under which levels k and l are equally probable: min(A_kl, A_lk) at g is at most A_kl at g′.

## The tempering ensemble behind the definitions

The level is a dynamical variable, and a level move changes k to l at fixed x. The weight g_k is a bias added to the logarithm of the unnormalised probability of level k. All of β, g and U are arbitrary real numbers, so the temperatures need not be positive, ordered or distinct. The form of a_kl is the Metropolis rule for symmetric proposals, and A_kl is the mean acceptance per attempted move from level k to level l. No Markov chain is defined, so convergence, sampling noise and round-trip times are not treated. In simulation practice the result means that, for finitely many configurations, symmetric level proposals and exact equilibrium averages, matching the two acceptances of a pair of levels is the same target as equalising their populations.

The equalising weights g′ enter as a hypothesis and are not constructed. With the canonical partition function Z_k = Σ_x exp(−β_k U(x)), one has P_k proportional to exp(g_k) Z_k, so g′_k = −ln Z_k would serve; this choice and the numerical examples at the end are worked in the text only and not in Lean.

## From pointwise symmetry to the equivalence

Exponentials are positive, X is nonempty and K contains the level k under discussion (`total_pos` assumes K nonempty), so W, π and P are positive (`total_pos`, `joint_pos`, `levelProb_pos`). Splitting the exponent of level l gives

π(l,x) = π(k,x) · exp(−(β_l − β_k) U(x) + g_l − g_k),

which is `hw` in `joint_mul_accept`. Since π(k,x) is positive it can be moved inside the minimum (`mul_min_of_nonneg`):

π(k,x) a_kl(x) = min(π(k,x), π(l,x)).

The right side is symmetric in k and l. Because P_k π(x|k) = π(k,x), summing over x gives `flux_balance`, with `field_simp` cancelling P_k and `min_comm` exchanging the levels:

P_k A_kl = Σ_x min(π(k,x), π(l,x)) = P_l A_lk.

Every A is a sum of positive terms (`hA`). Suppose A_kl ≤ A_lk and yet P_l > P_k. Then

(P_l − P_k) A_lk > 0  and  P_k (A_lk − A_kl) ≥ 0,

and the sum of the two is P_l A_lk − P_k A_kl > 0, against the balance. These products are `h1` and `h2`, and `nlinarith` adds them. The converse uses P_l (A_kl − A_lk) > 0 and (P_k − P_l) A_kl ≥ 0 in the same way. Writing each equality as two inequalities (`le_antisymm_iff`) yields `meanAccept_eq_iff`. For two levels `hs` supplies P_0 + P_1 = 1, which together with P_0 = P_1 fixes both at 1/2.

## The overlap as a ceiling

Dividing the balance sum by P_k and moving the divisor inside the minimum (`min_div_div_right`) gives

A_kl = Σ_x min(π(x|k), π(l,x) / P_k).

If P_k = P_l, the second entry is π(x|l) and A_kl = O_kl. If only P_l ≤ P_k, then π(l,x)/P_k ≤ π(l,x)/P_l = π(x|l), so A_kl ≤ O_kl, which is `hle`. In π(x|k) the factors exp(g_k) and W cancel (`key`):

π(x|k) = exp(−β_k U(x)) / Z_k.

The overlap is therefore the same for g and g′ (`ho`). One of the two levels is at least as populated as the other (`le_total`), and the move out of it is bounded by O_kl, which equals A_kl at g′. The bound concerns the smaller acceptance only.

## One configuration, two levels

The smallest instance with distinct levels has a single configuration, say with U = 0. Then π(x|k) = 1, O_01 = 1 and A_kl = min(1, P_l / P_k). Weights g_0 = g_1 = 0 give P_0 = P_1 = 1/2 and A_01 = A_10 = 1. Weights g_0 = 0, g_1 = ln 2 give

P_0 = 1/3,  P_1 = 2/3,  A_01 = 1,  A_10 = 1/2.

The fluxes P_0 A_01 and P_1 A_10 are both 1/3, while the acceptances differ. This second choice shows what the equal-population hypothesis `h` does. Without it `meanAccept_eq_overlap` fails, since A_10 = 1/2 while O_10 = 1. With these weights as g′, the zero weights as g, k = 1 and l = 0, the inequality of `min_meanAccept_le` would read 1 ≤ 1/2.
